# Logarithmic divergence of the second-order energy for two electrons on a sphere with contact repulsion

Two electrons on a unit sphere, both in the constant s orbital, repel each other through the contact interaction $g\,\delta(x_1,x_2)$, where $x_1$ and $x_2$ are their positions. In a basis of real orthonormal orbitals that contains all shells with angular momentum $l\le L$ in full, and with the kinetic energy as the unperturbed Hamiltonian, their second-order energy is

$$E^{(2)}_L=-\Big(\frac{g}{4\pi}\Big)^2 S_L,\qquad S_L=\sum_{l=1}^{L}\frac{2l+1}{l(l+1)}=2H_L-1+\frac1{L+1},$$

where $H_L=\sum_{k=1}^{L}1/k$ is the harmonic number. Since $S_L/\ln L\to2$, the energy falls to $-\infty$ at any fixed $g\neq0$, and no basis limit exists.

For electronic structure this means that, in this two-electron model, a second-order energy computed with a contact interaction has a meaning only together with the cutoff $L$ at which it was computed. For $g>0$ the exact ground-state energy in the basis does not fall to $-\infty$ in this way: the full Hamiltonian in any finite basis has no negative eigenvalue.

```lean
import Mathlib

open MeasureTheory Filter
open scoped Real Topology

namespace ContactRepulsionOnSphere

noncomputable section
```

## Orbitals, energies and the contact interaction

An orbital carries an angular momentum $l=0,1,2,\dots$ and one of $2l+1$ components $m$.

```lean
/-- Orbital labels: an angular momentum `l` and one of its `2l+1` components. -/
abbrev Orbital := Σ l : ℕ, Fin (2 * l + 1)
```

The component is a number from $0$ to $2l$, which only counts the real orbitals of a shell. The ground pair occupies the orbital with $l=0$.

```lean
/-- The label of the s orbital, `l = 0`. -/
def sOrb : Orbital := ⟨0, 0⟩
```

In atomic units, an electron on a sphere of radius 1 has kinetic energy

$$\varepsilon_l=\frac{l(l+1)}2 .$$

```lean
/-- The kinetic energy `l(l+1)/2` of an electron on the unit sphere, in atomic units. -/
def kinetic (a : Orbital) : ℝ := (a.1 : ℝ) * (a.1 + 1) / 2
```

This energy is attached to the label by definition; it is not derived from a Laplacian. The basis through $L$ contains every component of every shell up to $L$, which makes $\sum_{l=0}^{L}(2l+1)=(L+1)^2$ orbitals.

```lean
/-- All orbitals with angular momentum at most `L`. -/
def orbitals (L : ℕ) : Finset Orbital :=
  (Finset.range (L + 1)).sigma fun _ => Finset.univ
```

The orbitals $Y_a$ are real functions with

$$Y_s=\frac1{\sqrt{4\pi}},\qquad \int Y_aY_b\,d\mu=\delta_{ab}.$$

```lean
variable {Ω : Type*} [MeasurableSpace Ω]

/-- Real orbitals that are orthonormal for the measure `μ`, the s orbital being the constant
`1/√(4π)`. -/
structure OrthonormalOrbitals (μ : Measure Ω) (Y : Orbital → Ω → ℝ) : Prop where
  const : ∀ x, Y sOrb x = √(1 / (4 * π))
  ortho : ∀ a b, ∫ x, Y a x * Y b x ∂μ = if a = b then 1 else 0
```

These two relations, `const` and `ortho`, are all that is assumed about the orbitals. Real spherical harmonics with the surface measure are the intended case, but the file does not construct them: `Ω` is any measurable space and `μ` any measure on it. Normalisation of the constant orbital forces the total measure to be $4\pi$, the area of the unit sphere.

For a contact interaction the two-electron integral over two positions reduces to an integral over one,

$$\langle ab|g\,\delta|cd\rangle=g\int Y_aY_bY_cY_d\,d\mu .$$

```lean
/-- The matrix element `⟨ab|g δ|cd⟩` of the contact interaction between product states. -/
def contact (g : ℝ) (μ : Measure Ω) (Y : Orbital → Ω → ℝ) (a b c d : Orbital) : ℝ :=
  g * ∫ x, Y a x * Y b x * (Y c x * Y d x) ∂μ
```

Electron 1 is in $a$ or $c$ and electron 2 in $b$ or $d$, and the delta function is normalised with respect to $\mu$. The file takes this integral as the definition of the interaction.

With the kinetic energy as the unperturbed Hamiltonian and the contact interaction as the perturbation, Rayleigh–Schrödinger theory gives

$$E^{(2)}_L=\sum_{(a,b)\neq(s,s)}\frac{\langle ab|g\,\delta|ss\rangle^2}{2\varepsilon_0-(\varepsilon_a+\varepsilon_b)} .$$

```lean
/-- The second-order energy of the pair with both electrons in the s orbital, summed over
all other product states of orbitals through `L`. -/
def secondOrder (g : ℝ) (μ : Measure Ω) (Y : Orbital → Ω → ℝ) (L : ℕ) : ℝ :=
  ∑ p ∈ (orbitals L ×ˢ orbitals L).erase (sOrb, sOrb),
    contact g μ Y p.1 p.2 sOrb sOrb ^ 2 /
      (2 * kinetic sOrb - (kinetic p.1 + kinetic p.2))
```

The sum runs over all ordered pairs of orbitals through $L$, single excitations included, and `erase` removes the ground pair. Spin is not written out: two electrons in the same spatial orbital form a singlet, and the spatial function is symmetric.

The quantity to be compared with this energy is $S_L$.

```lean
/-- The partial-wave sum of `(2l+1)/(l(l+1))` over `1 ≤ l ≤ L`. -/
def waveSum (L : ℕ) : ℝ :=
  ∑ l ∈ Finset.Icc 1 L, (2 * (l : ℝ) + 1) / (l * (l + 1))
```

## Only doubly occupied orbitals couple to the ground pair

With both electrons initially in the s orbital, two of the four factors in the contact integral are constant:

$$\langle ab|g\,\delta|ss\rangle=g\int Y_aY_b\,\frac1{4\pi}\,d\mu=\frac{g}{4\pi}\,\delta_{ab}.$$

```lean
variable {μ : Measure Ω} {Y : Orbital → Ω → ℝ}

/-- For orthonormal orbitals with a constant s orbital, the contact interaction couples the ground
pair only to doubly occupied orbitals, always with strength `g/(4π)`. -/
theorem contact_ground (h : OrthonormalOrbitals μ Y) (g : ℝ) (a b : Orbital) :
    contact g μ Y a b sOrb sOrb = if a = b then g / (4 * π) else 0 := by
  have hc : √(1 / (4 * π)) * √(1 / (4 * π)) = 1 / (4 * π) :=
    Real.mul_self_sqrt (by positivity)
  simp only [contact, h.const, hc, integral_mul_const, h.ortho]
  split_ifs <;> ring
```

In the proof, `hc` is the product of the two constants, `integral_mul_const` takes it out of the integral, and `h.ortho` evaluates what remains.

In a calculation this appears as a very sparse list of amplitudes. For $L=2$ there are 9 orbitals and 80 excited product states, of which 8 have a nonzero coupling, all equal to $g/(4\pi)$. With complex spherical harmonics the nonzero entries would sit at pairs with opposite $m$ instead.

## Counting components gives the partial-wave sum

For a doubly occupied orbital in shell $l\ge1$ the denominator is

$$2\varepsilon_0-2\varepsilon_l=-l(l+1),$$

so each such orbital contributes $-(g/4\pi)^2/(l(l+1))$. The $2l+1$ components of a shell contribute equally, hence

$$E^{(2)}_L=-\Big(\frac g{4\pi}\Big)^2\sum_{l=1}^{L}\frac{2l+1}{l(l+1)}=-\Big(\frac g{4\pi}\Big)^2S_L .$$

```lean
/-- For orthonormal orbitals with a constant s orbital, the second-order energy through `L`
is `-(g/(4π))²` times the partial-wave sum. -/
theorem secondOrder_eq (h : OrthonormalOrbitals μ Y) (g : ℝ) (L : ℕ) :
    secondOrder g μ Y L = -(g / (4 * π)) ^ 2 * waveSum L := by
  -- only the diagonal pairs `b = a` contribute
  have inner : ∀ a ∈ orbitals L, ∑ b ∈ orbitals L,
      contact g μ Y a b sOrb sOrb ^ 2 / (2 * kinetic sOrb - (kinetic a + kinetic b))
        = -((g / (4 * π)) ^ 2 * (1 / ((a.1 : ℝ) * (a.1 + 1)))) := by
    intro a ha
    rw [Finset.sum_eq_single a]
    · have e : 2 * kinetic sOrb - (kinetic a + kinetic a) = -((a.1 : ℝ) * (a.1 + 1)) := by
        simp only [kinetic, sOrb, Nat.cast_zero]
        ring
      rw [contact_ground h, if_pos rfl, e, div_neg, mul_one_div]
    · intro b _ hb
      rw [contact_ground h, if_neg (Ne.symm hb)]
      simp
    · intro hn
      exact absurd ha hn
  -- the `2l+1` components of each shell contribute equally
  have shells : ∀ M : ℕ, ∑ l ∈ Finset.range (M + 1), ∑ _m : Fin (2 * l + 1),
      -((g / (4 * π)) ^ 2 * (1 / ((l : ℝ) * (l + 1))))
        = -(g / (4 * π)) ^ 2 * waveSum M := by
    intro M
    induction M with
    | zero => simp [waveSum]
    | succ n ih =>
      rw [Finset.sum_range_succ, ih, waveSum, waveSum,
        Finset.sum_Icc_succ_top (by omega)]
      simp only [Finset.sum_const, Finset.card_univ, Fintype.card_fin, nsmul_eq_mul]
      push_cast
      ring
  rw [secondOrder, Finset.sum_erase _ (by simp [kinetic, sOrb]), Finset.sum_product]
  refine (Finset.sum_congr rfl inner).trans ?_
  rw [orbitals, Finset.sum_sigma]
  exact shells L
```

The step `inner` fixes $a$ and reduces the sum over $b$ to the single term $b=a$. The step `shells` adds the components of each shell by induction on the highest shell. The last lines join the two. They first put the ground pair back into the sum, so that it becomes a plain double sum; this is harmless because Lean sets division by zero to zero, which makes the restored term vanish.

For $L=2$ the calculation adds three p terms with denominator $-2$ and five d terms with denominator $-6$. That gives $S_2=\tfrac32+\tfrac56=\tfrac73$, and at $g=1$ an energy of about $-0.0148$ hartree. For $L=0$ there are no excited states and both sides are zero.

## The harmonic closed form

Partial fractions split each term,

$$\frac{2l+1}{l(l+1)}=\frac1l+\frac1{l+1},$$

and summing from $1$ to $L$ gives

$$S_L=H_L+\big(H_{L+1}-1\big)=2H_L-1+\frac1{L+1}.$$

```lean
/-- The partial-wave sum equals `2 H_L - 1 + 1/(L+1)`, with `H_L` the harmonic number. -/
theorem waveSum_eq_harmonic (L : ℕ) :
    waveSum L = 2 * (harmonic L : ℝ) - 1 + 1 / ((L : ℝ) + 1) := by
  unfold waveSum
  induction L with
  | zero => simp
  | succ n ih =>
    rw [Finset.sum_Icc_succ_top (by omega), ih, harmonic_succ]
    push_cast
    field_simp
    ring
```

Lean proves the same identity by induction. Both sides vanish at $L=0$, and going from $n$ to $n+1$ requires

$$\frac{2n+3}{(n+1)(n+2)}=\frac2{n+1}+\frac1{n+2}-\frac1{n+1},$$

which `field_simp` and `ring` verify. At $L=2$ the closed form gives $3-1+\tfrac13=\tfrac73$, in agreement with the shell-by-shell sum.

## Growth as twice the logarithm

The Euler–Mascheroni constant $\gamma$ is the limit of $H_L-\ln L$. Inserting this in the closed form gives

$$S_L-2\ln L=2(H_L-\ln L)-1+\frac1{L+1}\;\longrightarrow\;2\gamma-1 .$$

```lean
/-- The partial-wave sum minus `2 ln L` tends to `2γ - 1`, with `γ` the Euler–Mascheroni
constant. -/
theorem waveSum_sub_log :
    Tendsto (fun L : ℕ => waveSum L - 2 * Real.log L) atTop
      (𝓝 (2 * Real.eulerMascheroniConstant - 1)) := by
  have h0 : Tendsto (fun L : ℕ => 1 / ((L : ℝ) + 1)) atTop (𝓝 0) :=
    tendsto_one_div_add_atTop_nhds_zero_nat
  have h := ((Real.tendsto_harmonic_sub_log.const_mul 2).sub_const 1).add h0
  rw [add_zero] at h
  refine h.congr fun L => ?_
  simp only [waveSum_eq_harmonic]
  ring
```

The proof takes the limit of $H_L-\ln L$ from Mathlib, multiplies by 2, subtracts 1 and adds the vanishing term `h0`.

In a calculation, this limit means that doubling a large $L$ lowers the energy by nearly the same amount each time, $2\ln2\,(g/4\pi)^2$. Successive doublings do not settle.

For $L>1$ the logarithm is positive and can be divided out:

$$\frac{S_L}{\ln L}=\frac{S_L-2\ln L}{\ln L}+2\;\longrightarrow\;2,$$

because the numerator on the right stays bounded while $\ln L$ grows.

```lean
/-- The partial-wave sum divided by `ln L` tends to 2. -/
theorem waveSum_div_log :
    Tendsto (fun L : ℕ => waveSum L / Real.log L) atTop (𝓝 2) := by
  have hlog : Tendsto (fun L : ℕ => Real.log L) atTop atTop :=
    Real.tendsto_log_atTop.comp tendsto_natCast_atTop_atTop
  have h := (waveSum_sub_log.div_atTop hlog).add_const 2
  rw [zero_add] at h
  refine h.congr' ?_
  filter_upwards [eventually_gt_atTop 1] with L hL
  have hp : 0 < Real.log L := Real.log_pos (by exact_mod_cast hL)
  rw [sub_div, mul_div_assoc, div_self hp.ne']
  ring
```

The condition $L>1$ enters through `eventually_gt_atTop 1`, since a limit depends only on large $L$. The ratio approaches its limit slowly, with an error of order $1/\ln L$: at $L=100$, a basis of 10201 orbitals, it is about $2.04$.

## No basis limit at fixed coupling

Write $S_L=(S_L-2\ln L)+2\ln L$. The first part converges and the second grows without bound, so $S_L\to\infty$. For $g\neq0$ the prefactor $-(g/4\pi)^2$ is strictly negative and does not depend on $L$, hence

$$E^{(2)}_L=-\Big(\frac g{4\pi}\Big)^2S_L\;\longrightarrow\;-\infty .$$

```lean
/-- For orthonormal orbitals with a constant s orbital and a fixed coupling `g ≠ 0`, the
second-order energy falls to minus infinity as the basis grows. -/
theorem no_basis_limit (h : OrthonormalOrbitals μ Y) {g : ℝ} (hg : g ≠ 0) :
    Tendsto (fun L : ℕ => secondOrder g μ Y L) atTop atBot := by
  have hlog : Tendsto (fun L : ℕ => Real.log L) atTop atTop :=
    Real.tendsto_log_atTop.comp tendsto_natCast_atTop_atTop
  have hS : Tendsto waveSum atTop atTop :=
    (waveSum_sub_log.add_atTop (hlog.const_mul_atTop two_pos)).congr fun L => by ring
  have hc : -(g / (4 * π)) ^ 2 < 0 := neg_lt_zero.mpr (by positivity)
  exact (hS.const_mul_atTop_of_neg hc).congr fun L => (secondOrder_eq h g L).symm
```

Here `hS` is the divergence of $S_L$ and `hc` the sign of the prefactor; `secondOrder_eq` turns the product back into the energy. The sign of $g$ plays no role, so the theorem also holds for a contact attraction. At $g=0$ the energy is zero in every basis. The coupling is held fixed while $L$ grows, and the theorem says nothing about a coupling that is readjusted with the basis.

## Cosines that satisfy the orbital relations

The theorems assume a family of orbitals for all $l$ at once. That such a family exists can be shown without constructing spherical harmonics, by using cosines on an interval of length $4\pi$. First, each label receives its own natural number $n_a$, with $n_s=0$.

```lean
/-- A numbering of the orbital labels by naturals, the s orbital having number 0. -/
def number (a : Orbital) : ℕ := Nat.pair a.1 a.2.val
```

The normalisation factor is

$$A_a=\begin{cases}\sqrt{1/(4\pi)}, & n_a=0,\\ \sqrt{2/(4\pi)}, & n_a>0.\end{cases}$$

```lean
/-- The normalisation factor of a cosine on an interval of length `4π`. -/
def amp (a : Orbital) : ℝ := √((if number a = 0 then 1 else 2) / (4 * π))
```

The functions are then

$$Y_a(x)=A_a\cos\frac{n_ax}{4},\qquad 0<x\le4\pi .$$

```lean
/-- Normalised cosines on an interval of length `4π`, one for each orbital label. -/
def cosine (a : Orbital) (x : ℝ) : ℝ := amp a * Real.cos ((number a : ℝ) / 4 * x)
```

For $n_s=0$ this is the constant $1/\sqrt{4\pi}$. For the overlaps, the product-to-sum formula gives

$$Y_aY_b=\frac{A_aA_b}2\Big[\cos\frac{(n_a-n_b)x}4+\cos\frac{(n_a+n_b)x}4\Big],$$

and for an integer $j\neq0$

$$\int_0^{4\pi}\cos\frac{jx}4\,dx=\frac4j\sin(j\pi)=0,$$

while $j=0$ gives $4\pi$. If $a\neq b$, then $n_a\neq n_b$ and both integrals vanish. If $a=b$ and $n_a>0$, only the first survives, and the overlap is $\tfrac12\cdot\tfrac{2}{4\pi}\cdot4\pi=1$. If $n_a=n_b=0$, both survive, and the overlap is $\tfrac12\cdot\tfrac1{4\pi}\cdot8\pi=1$.

```lean
/-- The cosines on an interval of length `4π` satisfy the orbital relations for all `l`. -/
theorem orthonormalOrbitals_witness :
    OrthonormalOrbitals (volume.restrict (Set.Ioc 0 (4 * π))) cosine := by
  have h0 : number sOrb = 0 := by simp [number, sOrb, Nat.pair]
  refine ⟨fun x => by simp [cosine, amp, h0], fun a b => ?_⟩
  have inj : number a = number b → a = b := by
    obtain ⟨l, m⟩ := a
    obtain ⟨k, p⟩ := b
    intro hn
    simp only [number, Nat.pair_eq_pair] at hn
    obtain ⟨rfl, h2⟩ := hn
    rw [Fin.ext h2]
  -- the integral of `cos (j x / 4)` over the interval is `4π` for `j = 0` and zero otherwise
  have hint : ∀ j : ℤ, ∫ x in (0 : ℝ)..(4 * π), Real.cos ((j : ℝ) / 4 * x)
      = if j = 0 then 4 * π else 0 := by
    intro j
    by_cases hj : j = 0
    · simp [hj]
    · have hc : (j : ℝ) / 4 ≠ 0 := div_ne_zero (by exact_mod_cast hj) (by norm_num)
      rw [intervalIntegral.integral_comp_mul_left Real.cos hc, integral_cos, mul_zero,
        Real.sin_zero, show (j : ℝ) / 4 * (4 * π) = j * π by ring, Real.sin_int_mul_pi]
      simp [hj]
  -- product-to-sum formula
  have hprod : ∀ x, cosine a x * cosine b x = amp a * amp b / 2 *
      (Real.cos ((((number a : ℤ) - number b : ℤ) : ℝ) / 4 * x) +
        Real.cos ((((number a : ℤ) + number b : ℤ) : ℝ) / 4 * x)) := by
    intro x
    simp only [cosine]
    push_cast
    rw [sub_div, add_div, sub_mul, add_mul, Real.cos_sub, Real.cos_add]
    ring
  have hc : ∀ j : ℤ, IntervalIntegrable (fun x : ℝ => Real.cos ((j : ℝ) / 4 * x))
      volume 0 (4 * π) := fun j =>
    (by fun_prop : Continuous fun x : ℝ => Real.cos ((j : ℝ) / 4 * x)).intervalIntegrable _ _
  simp_rw [hprod]
  rw [← intervalIntegral.integral_of_le (by positivity), intervalIntegral.integral_const_mul,
    intervalIntegral.integral_add (hc _) (hc _), hint, hint]
  by_cases hab : a = b
  · subst hab
    have hs : amp a * amp a = (if number a = 0 then 1 else 2) / (4 * π) :=
      Real.mul_self_sqrt (by split_ifs <;> positivity)
    have hp : π * π⁻¹ = 1 := mul_inv_cancel₀ Real.pi_ne_zero
    rw [if_pos (sub_self _), if_pos rfl]
    by_cases hn : number a = 0
    · rw [if_pos (by omega), hs, if_pos hn]
      linear_combination hp
    · rw [if_neg (by omega), hs, if_neg hn]
      linear_combination hp
  · have hne : number a ≠ number b := fun hn => hab (inj hn)
    rw [if_neg (by omega), if_neg (by omega), if_neg hab]
    ring

end

end ContactRepulsionOnSphere
```

In the code, `inj` says that different labels have different numbers, `hint` is the integral of a single cosine, and `hprod` is the product-to-sum formula. The final case distinction is the one made above. These cosines are not orbitals on a sphere; they show that the relations in `OrthonormalOrbitals` are consistent for the infinite set of labels.

```lean
#print axioms ContactRepulsionOnSphere.secondOrder_eq
#print axioms ContactRepulsionOnSphere.waveSum_div_log
#print axioms ContactRepulsionOnSphere.no_basis_limit
```

```
'ContactRepulsionOnSphere.secondOrder_eq' depends on axioms: [propext, Classical.choice, Quot.sound]
'ContactRepulsionOnSphere.waveSum_div_log' depends on axioms: [propext, Classical.choice, Quot.sound]
'ContactRepulsionOnSphere.no_basis_limit' depends on axioms: [propext, Classical.choice, Quot.sound]
```
